# Feshbach–Löwdin partitioning of a finite Hermitian matrix and the norm of its eigenvectors

Suppose all but a few chosen states have been eliminated exactly, the resulting energy-dependent effective Hamiltonian has been solved, and its eigenvector is normalised as if it were the whole state. The probabilities computed from it then add up to one within the chosen states and leave out any weight that sits in the eliminated states. For the matrix with rows $(0,1)$ and $(1,0)$, eliminating the second state leaves the scalar equation $x/E=Ex$. At $E=1$ the effective eigenvector $x=1$ looks complete, but the full eigenvector is $(1,1)$, and the first state carries only half the probability. The missing weight can be recovered from the energy slope of the effective Hamiltonian.

## Two finite spaces and a real energy

Let the model space have the finite orthonormal basis `m` and the outer space, orthogonal to it, the finite orthonormal basis `n`. The Hamiltonian is

$$H=\begin{pmatrix}A&B\\B^\dagger&D\end{pmatrix},$$

where $A$ acts in the model space, $D$ in the outer space, and $B$ couples them. A full state $(x,y)$ is `Sum.elim x y`.

```lean
import Mathlib

open Matrix Filter Topology
open scoped ComplexOrder

namespace FeshbachLoewdin

noncomputable section

variable {m n : Type*} [Fintype m] [Fintype n] [DecidableEq n]

/-- The Hamiltonian with model-space block `A`, outer-space block `D` and coupling `B`. -/
def blockHamiltonian (A : Matrix m m ℂ) (B : Matrix m n ℂ) (D : Matrix n n ℂ) :
    Matrix (m ⊕ n) (m ⊕ n) ℂ :=
  fromBlocks A B Bᴴ D
```

For a real energy $E$, write $G(E)=(E-D)^{-1}$ for the outer resolvent and $\Sigma(E)=B\,G(E)B^\dagger$ for the self-energy.

```lean
/-- The resolvent `(E - D)⁻¹` of the outer space at the real energy `E`. -/
def outerResolvent (D : Matrix n n ℂ) (E : ℝ) : Matrix n n ℂ :=
  ((E : ℂ) • (1 : Matrix n n ℂ) - D)⁻¹

/-- The self-energy `Σ(E) = B (E - D)⁻¹ Bᴴ`. -/
def selfEnergy (B : Matrix m n ℂ) (D : Matrix n n ℂ) (E : ℝ) : Matrix m m ℂ :=
  B * outerResolvent D E * Bᴴ
```

The derivative $\Sigma'(E)$ is the matrix of ordinary derivatives of the entries with respect to real energy. Its closed form is proved below and is not part of the definition.

```lean
/-- The energy derivative `Σ'(E)` of the self-energy, taken entry by entry. -/
def selfEnergyDeriv (B : Matrix m n ℂ) (D : Matrix n n ℂ) (E : ℝ) : Matrix m m ℂ :=
  Matrix.of fun i j => deriv (fun e : ℝ => selfEnergy B D e i j) E
```

The elimination of $y$ would work equally well at complex $E$. Reality matters for the norm, where it helps to make $G(E)$ Hermitian. If $A$ and $D$ are both Hermitian, all eigenvalues are real and nothing is lost. The theorems do not assume that $A$ is Hermitian, and for a non-Hermitian $A$ they leave out eigenvectors with complex energy.

## The energy is not an outer-space eigenvalue

The hypothesis `hE` says that $\det(E-D)$ is a unit, which for complex numbers means nonzero. Physically, the isolated outer space has no level at $E$.

By hand, the two rows of $H(x,y)=E(x,y)$ are

$$Ax+By=Ex,\qquad B^\dagger x+Dy=Ey.$$

The second gives $(E-D)y=B^\dagger x$, hence $y=G(E)B^\dagger x$. Inserting this in the first gives $(A+\Sigma(E))x=Ex$. Conversely, multiplying $y=G(E)B^\dagger x$ by $E-D$ restores the second row, and the effective equation is then the first.

In the proof, `split` produces the two rows. The hypothesis enters once in each direction, to cancel $G(E)$ against $E-D$ from the left or from the right.

```lean
/-- Partitioning: `(x, y)` solves the full eigenvalue equation at energy `E` exactly when
`y = (E - D)⁻¹ Bᴴ x` and `x` solves the effective equation `(A + Σ(E)) x = E x`. -/
theorem partitioning (A : Matrix m m ℂ) (B : Matrix m n ℂ) (D : Matrix n n ℂ) {E : ℝ}
    (hE : IsUnit ((E : ℂ) • (1 : Matrix n n ℂ) - D).det) (x : m → ℂ) (y : n → ℂ) :
    blockHamiltonian A B D *ᵥ Sum.elim x y = (E : ℂ) • Sum.elim x y ↔
      y = outerResolvent D E *ᵥ (Bᴴ *ᵥ x) ∧
        (A + selfEnergy B D E) *ᵥ x = (E : ℂ) • x := by
  -- the two block rows of the eigenvalue equation
  have split : blockHamiltonian A B D *ᵥ Sum.elim x y = (E : ℂ) • Sum.elim x y ↔
      A *ᵥ x + B *ᵥ y = (E : ℂ) • x ∧ Bᴴ *ᵥ x + D *ᵥ y = (E : ℂ) • y := by
    rw [blockHamiltonian, fromBlocks_mulVec, Sum.elim_comp_inl, Sum.elim_comp_inr]
    constructor
    · intro h
      exact ⟨funext fun i => congrFun h (Sum.inl i), funext fun i => congrFun h (Sum.inr i)⟩
    · rintro ⟨h1, h2⟩
      funext i
      cases i with
      | inl i => exact congrFun h1 i
      | inr i => exact congrFun h2 i
  have hs : selfEnergy B D E *ᵥ x = B *ᵥ (outerResolvent D E *ᵥ (Bᴴ *ᵥ x)) := by
    simp only [selfEnergy, Matrix.mulVec_mulVec, Matrix.mul_assoc]
  rw [split, Matrix.add_mulVec, hs]
  constructor
  · rintro ⟨h1, h2⟩
    -- solve the outer row for `y`
    have h3 : ((E : ℂ) • (1 : Matrix n n ℂ) - D) *ᵥ y = Bᴴ *ᵥ x := by
      rw [Matrix.sub_mulVec, Matrix.smul_mulVec, Matrix.one_mulVec, ← h2]
      abel
    have hy : y = outerResolvent D E *ᵥ (Bᴴ *ᵥ x) := by
      rw [← h3, Matrix.mulVec_mulVec, outerResolvent, Matrix.nonsing_inv_mul _ hE,
        Matrix.one_mulVec]
    refine ⟨hy, ?_⟩
    rw [← hy]
    exact h1
  · rintro ⟨hy, hx⟩
    rw [← hy] at hx
    have h3 : ((E : ℂ) • (1 : Matrix n n ℂ) - D) *ᵥ y = Bᴴ *ᵥ x := by
      rw [hy, Matrix.mulVec_mulVec, outerResolvent, Matrix.mul_nonsing_inv _ hE,
        Matrix.one_mulVec]
    refine ⟨hx, ?_⟩
    rw [← h3, Matrix.sub_mulVec, Matrix.smul_mulVec, Matrix.one_mulVec]
    abel
```

Without `hE` the equivalence can fail. If $B=0$ and $D$ is the single number $E$, the state $(0,1)$ is an eigenvector at $E$ that the model space cannot see. Under `hE` this is impossible, since $x=0$ forces $y=0$.

The same hypothesis factorises the secular determinant. With $M=E-A-\Sigma(E)$,

$$E-H=\begin{pmatrix}1&-B\,G(E)\\0&1\end{pmatrix}\begin{pmatrix}M&0\\-B^\dagger&E-D\end{pmatrix}.$$

The first factor has determinant one, so $\det(E-H)=\det(E-D)\det M$. The Lean proof writes $E-H$ in blocks (`hb`), applies Mathlib's block determinant formula, and matches the remaining factor by `hs`.

```lean
/-- If `E - D` is invertible, the secular determinant factorises: `det(E - H) = det(E - D) det(E - A
- Σ(E))`. -/
theorem secular_det [DecidableEq m] (A : Matrix m m ℂ) (B : Matrix m n ℂ) (D : Matrix n n ℂ) {E : ℝ}
    (hE : IsUnit ((E : ℂ) • (1 : Matrix n n ℂ) - D).det) :
    ((E : ℂ) • (1 : Matrix (m ⊕ n) (m ⊕ n) ℂ) - blockHamiltonian A B D).det =
      ((E : ℂ) • (1 : Matrix n n ℂ) - D).det *
        ((E : ℂ) • (1 : Matrix m m ℂ) - (A + selfEnergy B D E)).det := by
  have hb : (E : ℂ) • (1 : Matrix (m ⊕ n) (m ⊕ n) ℂ) - blockHamiltonian A B D =
      fromBlocks ((E : ℂ) • 1 - A) (-B) (-Bᴴ) ((E : ℂ) • 1 - D) := by
    ext i j
    rcases i with i | i <;> rcases j with j | j <;> simp [blockHamiltonian, Matrix.one_apply]
  have hs : (E : ℂ) • (1 : Matrix m m ℂ) - (A + selfEnergy B D E) =
      (E : ℂ) • 1 - A - -B * ((E : ℂ) • (1 : Matrix n n ℂ) - D)⁻¹ * -Bᴴ := by
    simp only [selfEnergy, outerResolvent, Matrix.neg_mul, Matrix.mul_neg, neg_neg]
    abel
  let := Matrix.invertibleOfIsUnitDet _ hE
  rw [hb, det_fromBlocks₂₂, invOf_eq_nonsing_inv, hs]
```

For the slope of $\Sigma$, first compare two energies $e$ and $E$ at which $e-D$ and $E-D$ are both invertible. Inserting identities on either side gives

$$G(e)-G(E)=G(e)\big[(E-D)-(e-D)\big]G(E)=(E-e)\,G(e)G(E).$$

This is `key` in the next proof. Multiplication by $B$ and $B^\dagger$ turns it into an exact finite difference for $\Sigma$.

```lean
omit [Fintype m] in
/-- The exact change of the self-energy between two energies `E` and `e`. -/
theorem selfEnergy_sub (B : Matrix m n ℂ) (D : Matrix n n ℂ) {e E : ℝ}
    (he : IsUnit ((e : ℂ) • (1 : Matrix n n ℂ) - D).det)
    (hE : IsUnit ((E : ℂ) • (1 : Matrix n n ℂ) - D).det) :
    selfEnergy B D e - selfEnergy B D E =
      ((E : ℂ) - e) • (B * (outerResolvent D e * outerResolvent D E) * Bᴴ) := by
  have h1 : outerResolvent D e * ((e : ℂ) • (1 : Matrix n n ℂ) - D) = 1 :=
    Matrix.nonsing_inv_mul _ he
  have h2 : ((E : ℂ) • (1 : Matrix n n ℂ) - D) * outerResolvent D E = 1 :=
    Matrix.mul_nonsing_inv _ hE
  -- the resolvent identity
  have key : outerResolvent D e - outerResolvent D E =
      ((E : ℂ) - e) • (outerResolvent D e * outerResolvent D E) := by
    calc outerResolvent D e - outerResolvent D E
        = outerResolvent D e * (((E : ℂ) • (1 : Matrix n n ℂ) - D) * outerResolvent D E) -
          (outerResolvent D e * ((e : ℂ) • (1 : Matrix n n ℂ) - D)) * outerResolvent D E := by
          rw [h1, h2, Matrix.mul_one, Matrix.one_mul]
      _ = _ := by
          simp only [Matrix.sub_mul, Matrix.mul_sub, Matrix.smul_mul, Matrix.mul_smul,
            Matrix.one_mul, Matrix.mul_one, Matrix.mul_assoc, sub_smul]
          abel
  simp only [selfEnergy]
  rw [← Matrix.sub_mul, ← Matrix.mul_sub, key, Matrix.mul_smul, Matrix.smul_mul]
```

Dividing by $e-E$ gives

$$\frac{\Sigma(e)-\Sigma(E)}{e-E}=-B\,G(e)G(E)B^\dagger .$$

The determinant of $e-D$ is continuous in $e$ and nonzero at $E$, so it stays nonzero nearby. The inverse, being the adjugate divided by the determinant, is continuous at $E$. Letting $e\to E$ yields

$$\Sigma'(E)=-B\,G(E)^2B^\dagger .$$

In Lean, `hev` supplies the nearby invertibility, `hG` the continuity of the resolvent and `hT` the limit. The final lines identify the difference quotient with the expression whose limit was taken.

```lean
omit [Fintype m] in
/-- Each entry of the self-energy is differentiable in the energy, with derivative the
corresponding entry of `-B (E - D)⁻² Bᴴ`. -/
theorem hasDerivAt_selfEnergy (B : Matrix m n ℂ) (D : Matrix n n ℂ) {E : ℝ}
    (hE : IsUnit ((E : ℂ) • (1 : Matrix n n ℂ) - D).det) (i j : m) :
    HasDerivAt (fun e : ℝ => selfEnergy B D e i j)
      (-(B * (outerResolvent D E * outerResolvent D E) * Bᴴ) i j) E := by
  have hc : Continuous fun e : ℝ => (e : ℂ) • (1 : Matrix n n ℂ) - D :=
    (Complex.continuous_ofReal.smul continuous_const).sub continuous_const
  have h0 := hE.ne_zero
  have hG : ContinuousAt (fun e : ℝ => outerResolvent D e) E := by
    simp only [outerResolvent, Matrix.inv_def, Ring.inverse_eq_inv']
    exact (hc.matrix_det.continuousAt.inv₀ h0).smul hc.matrix_adjugate.continuousAt
  have hF : Continuous fun M : Matrix n n ℂ => -(B * (M * outerResolvent D E) * Bᴴ) i j :=
    (((continuous_const.matrix_mul (continuous_id.matrix_mul continuous_const)).matrix_mul
      continuous_const).matrix_elem i j).neg
  have hT : Tendsto (fun e : ℝ => -(B * (outerResolvent D e * outerResolvent D E) * Bᴴ) i j)
      (𝓝 E) (𝓝 (-(B * (outerResolvent D E * outerResolvent D E) * Bᴴ) i j)) :=
    (hF.tendsto (outerResolvent D E)).comp hG
  have hev := hc.matrix_det.continuousAt.eventually_ne h0
  -- near `E` the difference quotient is given by the finite-difference identity
  rw [hasDerivAt_iff_tendsto_slope]
  refine (hT.mono_left nhdsWithin_le_nhds).congr' ?_
  filter_upwards [hev.filter_mono nhdsWithin_le_nhds, self_mem_nhdsWithin] with e he hne
  have hne1 : e ≠ E := hne
  have hne2 : (e : ℂ) - E ≠ 0 := sub_ne_zero.mpr (by exact_mod_cast hne1)
  have h := congrFun (congrFun (selfEnergy_sub B D (isUnit_iff_ne_zero.mpr he) hE) i) j
  simp only [Matrix.sub_apply, Matrix.smul_apply, smul_eq_mul] at h
  have hflip : (E : ℂ) - e = -((e : ℂ) - E) := by ring
  simp only [slope, vsub_eq_sub]
  rw [h, Complex.real_smul, Complex.ofReal_inv, Complex.ofReal_sub, hflip, neg_mul, mul_neg,
    inv_mul_cancel_left₀ hne2]
```

## The outer block is Hermitian

The matrix $E-D$ is still assumed invertible (`hE`). The additional hypothesis `hD` says $D^\dagger=D$: the outer space has real levels, with no absorption or decay. Since $E$ is real, $G(E)^\dagger=G(E)$. With $y=G(E)B^\dagger x$ and $\langle u,v\rangle=u^\dagger v$,

$$\langle y,y\rangle=x^\dagger B\,G(E)^\dagger G(E)B^\dagger x=x^\dagger B\,G(E)^2B^\dagger x=-\langle x,\Sigma'(E)x\rangle .$$

The Lean inner product is `star u ⬝ᵥ v`, and squared norms appear as complex numbers. In the proof, `hG` is the Hermiticity of the resolvent and `hS` inserts the derivative found above.

```lean
/-- For Hermitian `D`, the squared norm of the outer component `(E - D)⁻¹ Bᴴ x` is
`-⟨x, Σ'(E) x⟩`. -/
theorem outer_norm_sq (B : Matrix m n ℂ) {D : Matrix n n ℂ} (hD : D.IsHermitian) {E : ℝ}
    (hE : IsUnit ((E : ℂ) • (1 : Matrix n n ℂ) - D).det) (x : m → ℂ) :
    star (outerResolvent D E *ᵥ (Bᴴ *ᵥ x)) ⬝ᵥ (outerResolvent D E *ᵥ (Bᴴ *ᵥ x)) =
      -(star x ⬝ᵥ (selfEnergyDeriv B D E *ᵥ x)) := by
  have hG : (outerResolvent D E)ᴴ = outerResolvent D E := by
    rw [outerResolvent, Matrix.conjTranspose_nonsing_inv, Matrix.conjTranspose_sub,
      Matrix.conjTranspose_smul, Matrix.conjTranspose_one, hD.eq, Complex.star_def,
      Complex.conj_ofReal]
  have hS : selfEnergyDeriv B D E =
      -(B * (outerResolvent D E * outerResolvent D E) * Bᴴ) := by
    ext i j
    exact (hasDerivAt_selfEnergy B D hE i j).deriv
  rw [hS, Matrix.neg_mulVec, dotProduct_neg, neg_neg, Matrix.mulVec_mulVec,
    Matrix.star_mulVec, ← Matrix.dotProduct_mulVec, Matrix.mulVec_mulVec,
    Matrix.conjTranspose_mul, Matrix.conjTranspose_conjTranspose, hG]
  simp only [Matrix.mul_assoc]
```

A squared norm is nonnegative, so $\langle x,\Sigma'(E)x\rangle\le0$. In Lean's order on the complex numbers, this inequality also says that the value is real.

```lean
/-- For Hermitian `D` and invertible `E - D`, the value `⟨x, Σ'(E) x⟩` is never positive. -/
theorem selfEnergyDeriv_nonpos (B : Matrix m n ℂ) {D : Matrix n n ℂ} (hD : D.IsHermitian)
    {E : ℝ} (hE : IsUnit ((E : ℂ) • (1 : Matrix n n ℂ) - D).det) (x : m → ℂ) :
    star x ⬝ᵥ (selfEnergyDeriv B D E *ᵥ x) ≤ 0 := by
  have h := dotProduct_star_self_nonneg (outerResolvent D E *ᵥ (Bᴴ *ᵥ x))
  rw [outer_norm_sq B hD hE] at h
  exact neg_nonneg.mp h
```

Without `hD` the norm formula can fail. Take $A=i$, $B=1$, $D=-i$ and $E=0$, which is not a closed quantum system but a model with gain in the first state and loss in the second. The vector $(1,-i)$ solves the full equation and has squared norm $2$. But $G(0)=-i$ and $\Sigma'(0)=1$, so $1-\Sigma'(0)=0$.

## The vector solves the full equation

In `full_norm_sq`, the hypothesis `h` states that $(x,y)$ satisfies $H(x,y)=E(x,y)$. By hand it is needed only to fix $y=G(E)B^\dagger x$. Then

$$\langle(x,y),(x,y)\rangle=\langle x,x\rangle+\langle y,y\rangle=\langle x,(1-\Sigma'(E))x\rangle .$$

The proof does the same: `hsum` separates the two components, `partitioning` supplies $y$, and `outer_norm_sq` replaces its norm. The effective equation for $x$ is discarded at this point, which is why Hermiticity of $A$ is not required.

```lean
/-- For Hermitian `D` and invertible `E - D`, a solution `(x, y)` of the full eigenvalue equation at
energy `E` has squared norm `⟨x, (1 - Σ'(E)) x⟩`. -/
theorem full_norm_sq [DecidableEq m] (A : Matrix m m ℂ) (B : Matrix m n ℂ) {D : Matrix n n ℂ}
    (hD : D.IsHermitian) {E : ℝ} (hE : IsUnit ((E : ℂ) • (1 : Matrix n n ℂ) - D).det)
    {x : m → ℂ} {y : n → ℂ}
    (h : blockHamiltonian A B D *ᵥ Sum.elim x y = (E : ℂ) • Sum.elim x y) :
    star (Sum.elim x y) ⬝ᵥ Sum.elim x y =
      star x ⬝ᵥ ((1 - selfEnergyDeriv B D E) *ᵥ x) := by
  have hsum : star (Sum.elim x y) ⬝ᵥ Sum.elim x y = star x ⬝ᵥ x + star y ⬝ᵥ y := by
    simp [dotProduct, Fintype.sum_sum_type]
  obtain ⟨hy, _⟩ := (partitioning A B D hE x y).mp h
  rw [hsum, Matrix.sub_mulVec, Matrix.one_mulVec, dotProduct_sub, sub_eq_add_neg,
    ← outer_norm_sq B hD hE, ← hy]
```

Without `h`, the outer component is arbitrary. For $x=0$ and $y\neq0$ the left side is positive and the right side is zero.

## Both vectors are normalised

Write the model part as $x=cu$, with $c$ a complex amplitude. The hypothesis `hu` says that $u$ is a unit vector, and `hv` says that the full state has unit norm. Then $|c|^2$ is the probability of finding the system in the model space. The norm formula gives

$$1=\langle cu,(1-\Sigma'(E))cu\rangle=|c|^2\big(1-\langle u,\Sigma'(E)u\rangle\big),$$

and therefore

$$|c|^2=\frac{1}{1-\langle u,\Sigma'(E)u\rangle}.$$

The denominator is at least one, because $\langle u,\Sigma'(E)u\rangle\le0$. The proof applies `full_norm_sq` to $cu$, extracts $c$ and its conjugate, and uses `hu` and `hv` to replace the two norms by one.

```lean
/-- Let `D` be Hermitian and `E - D` invertible. If a normalised eigenstate at energy `E` has
model-space part `c u` with `u` a unit vector, then `|c|² = 1 / (1 - ⟨u, Σ'(E) u⟩)`. -/
theorem model_space_weight (A : Matrix m m ℂ) (B : Matrix m n ℂ) {D : Matrix n n ℂ}
    (hD : D.IsHermitian) {E : ℝ} (hE : IsUnit ((E : ℂ) • (1 : Matrix n n ℂ) - D).det)
    {c : ℂ} {u : m → ℂ} {y : n → ℂ} (hu : star u ⬝ᵥ u = 1)
    (h : blockHamiltonian A B D *ᵥ Sum.elim (c • u) y = (E : ℂ) • Sum.elim (c • u) y)
    (hv : star (Sum.elim (c • u) y) ⬝ᵥ Sum.elim (c • u) y = 1) :
    (‖c‖ : ℂ) ^ 2 = (1 - star u ⬝ᵥ (selfEnergyDeriv B D E *ᵥ u))⁻¹ := by
  classical
  have hn := full_norm_sq A B hD hE h
  rw [hv, Matrix.mulVec_smul, star_smul, smul_dotProduct, dotProduct_smul,
    Matrix.sub_mulVec, Matrix.one_mulVec, dotProduct_sub, hu, smul_eq_mul, smul_eq_mul] at hn
  apply eq_inv_of_mul_eq_one_left
  rw [← Complex.conj_mul', mul_assoc]
  exact hn.symm

end

end FeshbachLoewdin
```

```lean
#print axioms FeshbachLoewdin.secular_det
-- 'FeshbachLoewdin.secular_det' depends on axioms: [propext, Classical.choice, Quot.sound]
#print axioms FeshbachLoewdin.selfEnergyDeriv_nonpos
-- 'FeshbachLoewdin.selfEnergyDeriv_nonpos' depends on axioms: [propext, Classical.choice, Quot.sound]
#print axioms FeshbachLoewdin.full_norm_sq
-- 'FeshbachLoewdin.full_norm_sq' depends on axioms: [propext, Classical.choice, Quot.sound]
#print axioms FeshbachLoewdin.model_space_weight
-- 'FeshbachLoewdin.model_space_weight' depends on axioms: [propext, Classical.choice, Quot.sound]
```

Without `hv`, the numerator is the squared norm of the full state. Without `hu`, the first term of the denominator is $\langle u,u\rangle$. In the opening example, $\Sigma'(1)=-1$ and the weight is $1/2$.

For a finite matrix with a Hermitian, energy-independent outer block, this is the factor that converts probabilities within a downfolded model space into probabilities for the full state. It has the same form as the quasiparticle weight of Green's-function methods.

## Projections on a Hilbert space

The statement could also be modelled with a bounded self-adjoint operator on a Hilbert space and an orthogonal projection onto the model space. The outer space could then be infinite-dimensional, `hE` would become the existence of a bounded inverse, and the derivative would be taken in operator norm. The elimination and the norm argument would keep their shape, but the determinant factorisation would not be available in general. Unbounded Hamiltonians would additionally require conditions on domains.
